# The dissipation identity for a Lindblad generator in a complex star-algebra

## Question

Let 𝒜 be a unital complex algebra with an adjoint A ↦ A†, let H be an element of 𝒜, self-adjoint when it is a physical Hamiltonian, and let L_k be finitely many jump operators. With [X, Y] = XY − YX, {X, Y} = XY + YX, ħ = 1 and the rates absorbed into the L_k, the Heisenberg-picture generator is

    D_L(A) = L†AL − ½{L†L, A}

    J(A) = i[H, A] + Σ_k D_{L_k}(A)

The claim is that J violates the product rule by a sum of squares, for every A, self-adjoint or not:

    J(A†A) − J(A†)A − A†J(A) = Σ_k [A, L_k]†[A, L_k]

How is this stated and proved in Lean 4 with Mathlib, and what does it imply for solutions of J(A) = 0?

## Answer

### Modelling choices

The algebra is a type `𝒜` with `Ring 𝒜`, `StarRing 𝒜` and `Algebra ℂ 𝒜`. The adjoint A† is `star A`, written A* in the comments of the code; it is an additive involution that reverses products. The jump operators form a family `L : ι → 𝒜` over a finite index type, so L_k is `L k`. The definitions `commut`, `hamPart`, `dissipator` and `lindblad` are [X, Y], i[H, A], D_L(A) and J(A).

The identity holds for arbitrary H and never moves a scalar through the adjoint. The rule (cA)† = c̄A† for complex c, which is `StarModule ℂ 𝒜`, and the hypothesis `IsSelfAdjoint H` enter only in the general statements about adjoints and conserved elements. The inequality needs an order: `StarOrderedRing 𝒜` makes the non-negative elements exactly the sums of terms X†X, as in the positive-semidefinite order on matrices.

A state is modelled by a linear functional ω : 𝒜 → ℂ. `IsFaithfulPositive ω` says that ω(X†X) is real and non-negative, and zero only for X = 0. Normalisation ω(1) = 1 is not required. For matrices ω(X) = tr(ρX) with ρ positive definite is the model case, and ω∘J = 0 means that ρ is stationary. Such an ω is assumed, not constructed.

There is no norm, no time and no semigroup exp(tJ), and all products are defined everywhere, so operator domains are not treated. "Conserved" means J(A) = 0. The Lindblad form is taken as a definition; the theorem that on a matrix algebra, with H = H†, it is the general form of the generator of a continuous, completely positive, unital semigroup is not addressed.

### Derivation by hand

Step 1. The Hamiltonian part is a derivation. For elements B and A,

    [H, BA] = HBA − BHA + BHA − BAH = [H, B]A + B[H, A]

so i[H, ·] contributes nothing to J(B†A) − J(B†)A − B†J(A).

Step 2. For one jump operator L,

    D_L(B†A) = L†B†AL − ½L†LB†A − ½B†AL†L

    D_L(B†)A = L†B†LA − ½L†LB†A − ½B†L†LA

    B†D_L(A) = B†L†AL − ½B†L†LA − ½B†AL†L

Subtracting the second and third lines from the first cancels the terms L†LB†A and B†AL†L, and the two halves of B†L†LA add:

    L†B†AL − L†B†LA − B†L†AL + B†L†LA = (L†B† − B†L†)(AL − LA) = [B, L]†[A, L]

Step 3. Summing over k gives

    J(B†A) − J(B†)A − B†J(A) = Σ_k [B, L_k]†[A, L_k]

and B = A is the claim. With no jump operators the right side is zero and only Step 1 remains.

Step 4. Each term [A, L_k]†[A, L_k] is non-negative, hence

    J(A†)A + A†J(A) ≤ J(A†A)

Step 5. For H = H†,

    (i[H, A])† = −i(A†H − HA†) = i[H, A†]

and D_L(A)† = L†A†L − ½{L†L, A†} = D_L(A†), so J(A†) = J(A)†.

Step 6. Let H = H† and let ω be faithful and positive with ω∘J = 0. If J(A) = 0, then J(A†) = 0 by Step 5, and ω applied to the identity gives

    0 = ω(J(A†A)) = Σ_k ω([A, L_k]†[A, L_k])

Every term is non-negative, so every term vanishes, and faithfulness gives [A, L_k] = 0. The same argument for A† gives [A†, L_k] = 0, whose adjoint is L_k†A − AL_k† = 0, that is [A, L_k†] = 0. Expanding the commutators shows

    ½(L†[A, L] − [A, L†]L) = ½(2L†AL − L†LA − AL†L) = D_L(A)

so all dissipators vanish on A, leaving i[H, A] = 0, and multiplication by −i gives [H, A] = 0. Conversely, if A commutes with H, every L_k and every L_k†, the same formula gives J(A) = 0.

Step 7. Take 2 × 2 matrices, H = σ_z and the single jump operator L_0 = σ_z. Since σ_z† = σ_z and σ_z² = 1,

    J(X) = i(σ_zX − Xσ_z) + σ_zXσ_z − X

Cyclicity gives tr J(X) = 0, and tr(X†X) is the sum of the squared moduli of the entries, so the trace is faithful and positive. It is unnormalised; the state is tr/2, with ρ = 1/2 maximally mixed. Substitution gives J(σ_z) = 0, while the entry of J(σ_x) in row 0, column 1 is 2i − 2.

### The file

```lean
import Mathlib

open scoped ComplexOrder

namespace LindbladDissipation

noncomputable section

variable {𝒜 : Type*} [Ring 𝒜] [StarRing 𝒜] [Algebra ℂ 𝒜] {ι : Type*} [Fintype ι]

/-- The commutator `[X, Y] = X Y - Y X`. -/
def commut (X Y : 𝒜) : 𝒜 := X * Y - Y * X

/-- The Hamiltonian part `i [H, A]` of the Heisenberg-picture generator. -/
def hamPart (H A : 𝒜) : 𝒜 := Complex.I • commut H A

/-- The dissipator of one jump operator, `D_L(A) = L* A L - {L* L, A} / 2`. -/
def dissipator (L A : 𝒜) : 𝒜 :=
  star L * A * L - (1 / 2 : ℂ) • (star L * L * A + A * (star L * L))

/-- The Heisenberg-picture Lindblad generator `J(A) = i [H, A] + ∑ₖ D_{Lₖ}(A)`. -/
def lindblad (H : 𝒜) (L : ι → 𝒜) (A : 𝒜) : 𝒜 :=
  hamPart H A + ∑ k, dissipator (L k) A

/-- A linear functional that is non-negative on every `X* X` and vanishes on `X* X`
only for `X = 0`. -/
structure IsFaithfulPositive (ω : 𝒜 →ₗ[ℂ] ℂ) : Prop where
  nonneg : ∀ X, 0 ≤ ω (star X * X)
  faithful : ∀ X, ω (star X * X) = 0 → X = 0

omit [StarRing 𝒜] in
/-- The Hamiltonian part obeys the Leibniz rule: `i[H, B A] = i[H, B] A + B i[H, A]`. -/
theorem hamPart_mul (H B A : 𝒜) :
    hamPart H (B * A) = hamPart H B * A + B * hamPart H A := by
  simp only [hamPart, commut, sub_mul, mul_sub, smul_mul_assoc, mul_smul_comm, smul_sub,
    mul_assoc]
  module

/-- The dissipator written with commutators: `D_L(A) = (L* [A, L] - [A, L*] L) / 2`. -/
theorem dissipator_eq_commut (L A : 𝒜) :
    dissipator L A = (1 / 2 : ℂ) • (star L * commut A L - commut A (star L) * L) := by
  simp only [dissipator, commut, sub_mul, mul_sub, mul_assoc]
  module

/-- For one jump operator, `D(B* A) - D(B*) A - B* D(A) = [B, L]* [A, L]`. -/
theorem dissipator_defect (L B A : 𝒜) :
    dissipator L (star B * A) - dissipator L (star B) * A - star B * dissipator L A
      = star (commut B L) * commut A L := by
  simp only [dissipator, commut, star_sub, star_mul, sub_mul, mul_sub, add_mul, mul_add,
    smul_mul_assoc, mul_smul_comm, smul_add, mul_assoc]
  module

/-- Sesquilinear dissipation identity:
`J(B* A) - J(B*) A - B* J(A) = ∑ₖ [B, Lₖ]* [A, Lₖ]` for all `A`, `B`. -/
theorem dissipation_sesquilinear (H : 𝒜) (L : ι → 𝒜) (B A : 𝒜) :
    lindblad H L (star B * A) - lindblad H L (star B) * A - star B * lindblad H L A
      = ∑ k, star (commut B (L k)) * commut A (L k) := by
  -- the Hamiltonian part cancels by the Leibniz rule, each jump operator leaves its defect
  have h := hamPart_mul H (star B) A
  simp only [lindblad, add_mul, mul_add, Finset.sum_mul, Finset.mul_sum, ← dissipator_defect,
    Finset.sum_sub_distrib, h]
  abel

/-- Dissipation identity: `J(A* A) - J(A*) A - A* J(A) = ∑ₖ [A, Lₖ]* [A, Lₖ]`
for every element `A`. -/
theorem dissipation_identity (H : 𝒜) (L : ι → 𝒜) (A : 𝒜) :
    lindblad H L (star A * A) - lindblad H L (star A) * A - star A * lindblad H L A
      = ∑ k, star (commut A (L k)) * commut A (L k) :=
  dissipation_sesquilinear H L A A

/-- Dissipativity in a star-ordered algebra: `J(A*) A + A* J(A) ≤ J(A* A)`. -/
theorem dissipation_le [PartialOrder 𝒜] [StarOrderedRing 𝒜] (H : 𝒜) (L : ι → 𝒜) (A : 𝒜) :
    lindblad H L (star A) * A + star A * lindblad H L A ≤ lindblad H L (star A * A) := by
  rw [← sub_nonneg, ← sub_sub, dissipation_identity]
  exact Finset.sum_nonneg fun k _ => star_mul_self_nonneg _

/-- For a self-adjoint Hamiltonian the generator preserves adjoints: `J(A*) = J(A)*`. -/
theorem lindblad_star [StarModule ℂ 𝒜] {H : 𝒜} (hH : IsSelfAdjoint H) (L : ι → 𝒜) (A : 𝒜) :
    lindblad H L (star A) = star (lindblad H L A) := by
  have h1 : hamPart H (star A) = star (hamPart H A) := by
    simp only [hamPart, commut, star_smul, star_sub, star_mul, hH.star_eq, Complex.star_def,
      Complex.conj_I]
    module
  have hhalf : star (1 / 2 : ℂ) = 1 / 2 := by simp
  have h2 : ∀ M : 𝒜, dissipator M (star A) = star (dissipator M A) := by
    intro M
    simp only [dissipator, star_sub, star_add, star_smul, star_mul, star_star, hhalf, mul_assoc]
    module
  simp only [lindblad, star_add, star_sum, h1, h2]

/-- Let `H` be self-adjoint and `ω` a faithful positive functional with `ω ∘ J = 0`. Then
`J(A) = 0` exactly when `A` commutes with `H`, with every `Lₖ` and with every `Lₖ*`. -/
theorem conserved_iff_commute [StarModule ℂ 𝒜] {H : 𝒜} (hH : IsSelfAdjoint H) (L : ι → 𝒜)
    (ω : 𝒜 →ₗ[ℂ] ℂ) (hω : IsFaithfulPositive ω) (hstat : ∀ X, ω (lindblad H L X) = 0)
    (A : 𝒜) :
    lindblad H L A = 0 ↔
      commut H A = 0 ∧ ∀ k, commut A (L k) = 0 ∧ commut A (star (L k)) = 0 := by
  have hstar : ∀ X, lindblad H L X = 0 → lindblad H L (star X) = 0 := by
    intro X hX
    rw [lindblad_star hH, hX, star_zero]
  -- `ω` applied to the dissipation identity: a vanishing sum of non-negative terms
  have key : ∀ X, lindblad H L X = 0 → ∀ k, commut X (L k) = 0 := by
    intro X hX k
    have h := congrArg ω (dissipation_identity H L X)
    rw [hstar X hX, hX, zero_mul, mul_zero, sub_zero, sub_zero, hstat, map_sum] at h
    have hn : ∀ j ∈ (Finset.univ : Finset ι),
        0 ≤ ω (star (commut X (L j)) * commut X (L j)) := fun j _ => hω.nonneg _
    exact hω.faithful _
      ((Finset.sum_eq_zero_iff_of_nonneg hn).1 h.symm k (Finset.mem_univ k))
  -- the dissipators vanish on an element commuting with all `Lₖ` and `Lₖ*`
  have hD : (∀ k, commut A (L k) = 0 ∧ commut A (star (L k)) = 0) →
      ∑ k, dissipator (L k) A = 0 := fun h =>
    Finset.sum_eq_zero fun k _ => by
      rw [dissipator_eq_commut, (h k).1, (h k).2]
      simp
  constructor
  · intro hA
    have hc : ∀ k, commut A (L k) = 0 ∧ commut A (star (L k)) = 0 := by
      intro k
      refine ⟨key A hA k, ?_⟩
      -- the adjoint of `[A*, Lₖ] = 0`
      have h := congrArg star (key (star A) (hstar A hA) k)
      simp only [commut, star_sub, star_mul, star_star, star_zero] at h
      rw [commut, ← neg_sub, h, neg_zero]
    refine ⟨?_, hc⟩
    rw [lindblad, hD hc, add_zero, hamPart] at hA
    calc commut H A = (-Complex.I) • (Complex.I • commut H A) := by
          rw [smul_smul]
          simp
      _ = 0 := by rw [hA, smul_zero]
  · rintro ⟨h0, hc⟩
    rw [lindblad, hD hc, add_zero, hamPart, h0, smul_zero]

/-- The Pauli matrix `σ_z`. -/
def pauliZ : Matrix (Fin 2) (Fin 2) ℂ := !![1, 0; 0, -1]

/-- The Pauli matrix `σ_x`. -/
def pauliX : Matrix (Fin 2) (Fin 2) ℂ := !![0, 1; 1, 0]

/-- Qubit dephasing, `H = σ_z` with the single jump operator `σ_z`: `H` is self-adjoint, the
trace is faithful, positive and annihilates `J`, and `J(σ_z) = 0` while `J(σ_x) ≠ 0`. -/
theorem dephasing_witness :
    IsSelfAdjoint pauliZ ∧ IsFaithfulPositive (Matrix.traceLinearMap (Fin 2) ℂ ℂ) ∧
    (∀ X, Matrix.traceLinearMap (Fin 2) ℂ ℂ (lindblad pauliZ (fun _ : Fin 1 => pauliZ) X) = 0) ∧
    lindblad pauliZ (fun _ : Fin 1 => pauliZ) pauliZ = 0 ∧
    lindblad pauliZ (fun _ : Fin 1 => pauliZ) pauliX ≠ 0 := by
  have hz : star pauliZ = pauliZ := by
    ext i j
    fin_cases i <;> fin_cases j <;> simp [pauliZ, Matrix.star_apply]
  have hzz : pauliZ * pauliZ = 1 := by
    ext i j
    fin_cases i <;> fin_cases j <;> simp [pauliZ, Matrix.mul_apply, Fin.sum_univ_two]
  have hJ : ∀ X, lindblad pauliZ (fun _ : Fin 1 => pauliZ) X
      = Complex.I • (pauliZ * X - X * pauliZ) + (pauliZ * X * pauliZ - X) := by
    intro X
    simp only [lindblad, hamPart, dissipator, commut, hz, hzz, Fin.sum_univ_one, one_mul,
      mul_one]
    module
  refine ⟨hz, ⟨fun X => ?_, fun X h => ?_⟩, fun X => ?_, ?_, fun h => ?_⟩
  · exact (Matrix.posSemidef_conjTranspose_mul_self X).trace_nonneg
  · exact Matrix.trace_conjTranspose_mul_self_eq_zero_iff.1 h
  · rw [hJ, Matrix.traceLinearMap_apply, Matrix.trace_add, Matrix.trace_smul, Matrix.trace_sub,
      Matrix.trace_sub, Matrix.trace_mul_comm pauliZ X,
      Matrix.trace_mul_comm (pauliZ * X) pauliZ, ← Matrix.mul_assoc, hzz, Matrix.one_mul]
    simp
  · rw [hJ, hzz]
    simp
  · rw [hJ] at h
    have h01 := congrFun (congrFun h 0) 1
    norm_num [pauliZ, pauliX, Matrix.mul_apply, Fin.sum_univ_two, Complex.ext_iff] at h01

end

end LindbladDissipation
```

```lean
#print axioms LindbladDissipation.dissipation_identity
-- 'LindbladDissipation.dissipation_identity' depends on axioms: [propext, Classical.choice, Quot.sound]
#print axioms LindbladDissipation.dissipation_le
-- 'LindbladDissipation.dissipation_le' depends on axioms: [propext, Classical.choice, Quot.sound]
#print axioms LindbladDissipation.conserved_iff_commute
-- 'LindbladDissipation.conserved_iff_commute' depends on axioms: [propext, Classical.choice, Quot.sound]
```

### Remarks

**Algebraic lemmas.** `hamPart_mul` is Step 1, `dissipator_defect` is Step 2 and `dissipator_eq_commut` is the commutator formula of Step 6. In each, `simp only` expands all products into words in the elements and their adjoints, and `module` compares the complex coefficient of each word, which is the cancellation done above line by line. `dissipation_sesquilinear` rewrites the right side backwards with `dissipator_defect`, inserts the Leibniz rule for B† and A, and closes with `abel`. `dissipation_identity` sets B = A. `dissipation_le` moves everything to one side and uses `star_mul_self_nonneg` termwise. In `lindblad_star`, `h1` and `h2` are the two halves of Step 5.

**Conserved elements.** `conserved_iff_commute` reads: under `hH`, `hω` and `hstat`, J(A) = 0 if and only if [H, A] = 0 and, for every k, [A, L_k] = 0 and [A, L_k†] = 0. Inside it, `hstar` passes J(X) = 0 to X†, and `key` applies ω to the identity and splits the sum with `Finset.sum_eq_zero_iff_of_nonneg`; it is stated for general X because it is used for both A and A†. `hD` makes the dissipators vanish, and the `calc` block multiplies by −i. `dephasing_witness` is Step 7: `hJ` is the reduced formula, and `h01` extracts the (0, 1) entry to refute J(σ_x) = 0.

**Use.** For Lindblad master equations in finite dimension with a full-rank stationary state, the equivalence reduces the search for conserved observables to commutation relations. In code that builds J from matrices, evaluating both sides of the identity on random complex matrices A and L_k checks the placement of adjoints and the factor ½ in the dissipator; it is blind to the whole Hamiltonian term, which cancels, and to any other derivation added to J, so a dissipator miscoded as L†AL − L†LA, which differs from D_L(A) by −½[L†L, A], also passes. In the dephasing model with A = σ_x and σ_y = iσ_xσ_z, one has J(1) = 0, J(σ_x) = −2σ_x − 2σ_y and [σ_x, σ_z] = −2iσ_y, so both sides equal 4·1.

**A neighbouring result.** The file stops short of the following variant of Step 6, and of the σ_x evaluation just given. Under the same hypotheses, if J(A) = λA with λ complex and A ≠ 0, then J(A†) = λ̄A†, and ω applied to the identity gives

    2 Re λ · ω(A†A) = −Σ_k ω([A, L_k]†[A, L_k])

so Re λ ≤ 0, with equality exactly when A commutes with every L_k. For the dephasing coherence A = |0⟩⟨1|, λ = 2i − 2 and [A, σ_z] = −2A, and with ω = tr both sides are −4.
